# In characteristic p, the subspaces of K[X] invariant under X and d/dX are the multiples of g(X^p)

Over the complex numbers, repeated lowering by \(d/dX\) takes any nonzero polynomial state of a bosonic mode to a nonzero constant, and raising by \(X\), together with linear combinations, then rebuilds every polynomial state. Carried over to arithmetic modulo a prime \(p\), this argument fails: \((X^p)' = pX^{p-1} = 0\), so lowering can give zero without first reaching a nonzero constant. An exact calculation with ladder operators modulo \(p\) can therefore meet invariant subspaces of polynomial states, neither zero nor the whole space, that do not exist over the complex numbers.

## Coefficients in a field

Let \(K\) be a field, for example `ZMod p`. Polynomials in \(K[X]\) play the part of finite superpositions of the number states of one bosonic mode; they are called states here, with zero included and no normalisation. Creation is multiplication by \(X\), annihilation is the derivative, and \((Xf)' - Xf' = f\) is the commutation relation. Over \(\mathbb{C}\) the normalised \(n\)-quantum state is \(X^n/\sqrt{n!}\); here there is no inner product and no completion.

```lean
import Mathlib

open Polynomial

namespace BosonPositiveCharacteristic

variable {K : Type*} [Field K]
```

The field hypothesis gives every ideal of \(K[X]\) a single generator and makes degrees behave under division. Over the integers, the irreducibility proved below for fields of characteristic zero fails: the polynomials with even coefficients are closed under both operators, yet are neither zero nor everything.

## Closure under both operators

`IsInvariant W` says that the \(K\)-subspace \(W\) is mapped into itself by creation and by annihilation.

```lean
/-- A subspace of polynomial states is invariant if it is closed under the creation operator
(multiplication by `X`) and the annihilation operator (the derivative). -/
def IsInvariant (W : Submodule K K[X]) : Prop :=
  ∀ f ∈ W, X * f ∈ W ∧ derivative f ∈ W
```

The candidates are the subspaces `multiples p g`, where `expand K p g` is \(g(X^p)\) and `∣` means divisibility.

```lean
/-- The subspace of all polynomial multiples of `g(X^p)`. -/
noncomputable def multiples (p : ℕ) (g : K[X]) : Submodule K K[X] where
  carrier := {f | expand K p g ∣ f}
  add_mem' := fun ha hb => dvd_add ha hb
  zero_mem' := dvd_zero _
  smul_mem' := fun c f hf => by
    change expand K p g ∣ c • f
    rw [smul_eq_C_mul]
    exact Dvd.dvd.mul_left hf _

/-- A polynomial lies in `multiples p g` exactly when `g(X^p)` divides it. -/
theorem mem_multiples (p : ℕ) (g f : K[X]) :
    f ∈ multiples p g ↔ expand K p g ∣ f := Iff.rfl
```

Closure under creation gives \(X^n f \in W\) for each \(f \in W\), by induction on \(n\). Linear combinations then give \(qf \in W\) for every polynomial \(q\). `IsInvariant.mul_mem` follows the same two steps.

```lean
/-- An invariant subspace is closed under multiplication by every polynomial in the creation
operator. -/
theorem IsInvariant.mul_mem {W : Submodule K K[X]} (hW : IsInvariant W) (q : K[X])
    {f : K[X]} (hf : f ∈ W) : q * f ∈ W := by
  have hpow : ∀ n : ℕ, X ^ n * f ∈ W := by
    intro n
    induction n with
    | zero => simpa using hf
    | succ n ih =>
      rw [pow_succ', mul_assoc]
      exact (hW _ ih).1
  induction q using Polynomial.induction_on' with
  | add a b ha hb =>
    rw [add_mul]
    exact W.add_mem ha hb
  | monomial n c =>
    rw [← C_mul_X_pow_eq_monomial, mul_assoc, ← smul_eq_C_mul]
    exact W.smul_mem c (hpow n)
```

So \(W\) is an ideal and consists of the multiples of some \(a\). Closure under annihilation gives \(a' \in W\), hence \(a \mid a'\). If \(a' \neq 0\), then \(\deg a \le \deg a' < \deg a\), a contradiction; so \(a' = 0\). The proof builds the ideal `I`, takes its generator, and closes with the same degree inequality.

```lean
/-- Over any field, an invariant subspace consists of all multiples of a single polynomial that
the annihilation operator sends to zero. -/
theorem IsInvariant.exists_generator {W : Submodule K K[X]} (hW : IsInvariant W) :
    ∃ a : K[X], derivative a = 0 ∧ ∀ f, f ∈ W ↔ a ∣ f := by
  -- the subspace is an ideal, and every ideal of `K[X]` has one generator
  obtain ⟨I, hI⟩ : ∃ I : Ideal K[X], ∀ f, f ∈ I ↔ f ∈ W :=
    ⟨{ carrier := {f | f ∈ W}
       add_mem' := fun ha hb => W.add_mem ha hb
       zero_mem' := W.zero_mem
       smul_mem' := fun q _ hf => hW.mul_mem q hf }, fun _ => Iff.rfl⟩
  obtain ⟨a, ha⟩ := (IsPrincipalIdealRing.principal I)
  have hmem : ∀ f, f ∈ W ↔ a ∣ f := by
    intro f
    rw [← hI f, ha]
    exact Ideal.mem_span_singleton
  refine ⟨a, ?_, hmem⟩
  -- the generator divides its derivative, which has lower degree
  have hdvd : a ∣ derivative a := (hmem _).1 (hW a ((hmem a).2 (dvd_refl a))).2
  by_contra h
  have ha0 : a ≠ 0 := by
    intro h0
    apply h
    rw [h0, derivative_zero]
  exact not_le_of_gt (degree_derivative_lt ha0) (degree_le_of_dvd hdvd h)
```

Both closures matter. The constants are closed under the derivative but are not an ideal. The multiples of \(X\) are closed under creation, but \(X' = 1\) leaves them.

## Prime characteristic

`CharP K p` says that a natural number \(n\) is zero in \(K\) exactly when \(p\) divides \(n\), and `Fact p.Prime` excludes the case \(p = 0\), which Lean uses for characteristic zero. The factor \(n\) in \((X^n)' = nX^{n-1}\) vanishes whenever \(p\) divides \(n\), so annihilation sends \(X^p, X^{2p}, \dots\) to zero, just as it does the vacuum \(1\). In particular \(g(X^p)' = g'(X^p)\,pX^{p-1} = 0\).

```lean
/-- In characteristic `p` the annihilation operator sends every polynomial in `X^p` to zero. -/
theorem derivative_expand_eq_zero (p : ℕ) [CharP K p] (g : K[X]) :
    derivative (expand K p g) = 0 := by
  rw [derivative_expand, CharP.cast_eq_zero K[X] p, zero_mul, mul_zero]
```

Conversely, write \(a = \sum_n a_n X^n\). If \(a' = 0\), then \(n a_n = 0\) for all \(n\), so \(a_n = 0\) unless \(p \mid n\). Hence \(a = g(X^p)\) with \(g = \sum_m a_{pm}X^m\), which is `contract p a` in the proof. In the other direction, \((g(X^p)q)' = g(X^p)q'\), so the multiples of \(g(X^p)\) are invariant.

```lean
/-- In characteristic `p`, a subspace of polynomial states is invariant under the creation and
annihilation operators if and only if it consists of all multiples of `g(X^p)` for some `g`. -/
theorem isInvariant_iff (p : ℕ) [Fact p.Prime] [CharP K p] (W : Submodule K K[X]) :
    IsInvariant W ↔ ∃ g : K[X], W = multiples p g := by
  constructor
  · intro hW
    obtain ⟨a, ha, hmem⟩ := hW.exists_generator
    -- a polynomial with zero derivative is a polynomial in `X^p`
    refine ⟨contract p a, ?_⟩
    ext f
    rw [mem_multiples, expand_contract (p := p) ha (Fact.out : p.Prime).ne_zero]
    exact hmem f
  · rintro ⟨g, rfl⟩ f hf
    rw [mem_multiples] at hf
    refine ⟨(mem_multiples p g _).2 (Dvd.dvd.mul_left hf X), (mem_multiples p g _).2 ?_⟩
    -- `g(X^p)` behaves as a constant under the derivative
    obtain ⟨q, rfl⟩ := hf
    rw [derivative_mul, derivative_expand_eq_zero, zero_mul, zero_add]
    exact dvd_mul_right _ _
```

Containment is also determined by divisibility. Suppose \(g(X^p) = h(X^p)q\). Differentiating gives \(0 = h(X^p)q'\). Either \(h = 0\), and then \(g = 0\), or \(q' = 0\), so \(q = r(X^p)\) and \(g = hr\). The converse is substitution of \(X^p\) into \(g = hr\).

```lean
/-- In characteristic `p`, `h(X^p)` divides `g(X^p)` exactly when `h` divides `g`. -/
theorem expand_dvd_expand_iff (p : ℕ) [Fact p.Prime] [CharP K p] (g h : K[X]) :
    expand K p h ∣ expand K p g ↔ h ∣ g := by
  have hp : 0 < p := (Fact.out : p.Prime).pos
  constructor
  · rintro ⟨q, hq⟩
    -- differentiate `g(X^p) = h(X^p) q` to see that `q` is a polynomial in `X^p` too
    have hd := congrArg derivative hq
    rw [derivative_mul, derivative_expand_eq_zero, derivative_expand_eq_zero, zero_mul,
      zero_add] at hd
    rcases mul_eq_zero.mp hd.symm with h0 | h0
    · rw [h0, zero_mul] at hq
      rw [(expand_eq_zero hp).mp hq]
      exact dvd_zero h
    · have he : expand K p g = expand K p (h * contract p q) := by
        rw [map_mul, expand_contract (p := p) h0 hp.ne', hq]
      exact ⟨contract p q, expand_injective hp he⟩
  · rintro ⟨q, rfl⟩
    rw [map_mul]
    exact dvd_mul_right _ _

/-- In characteristic `p`, every multiple of `g(X^p)` is a multiple of `h(X^p)` exactly when `h`
divides `g`. -/
theorem multiples_le_iff (p : ℕ) [Fact p.Prime] [CharP K p] (g h : K[X]) :
    multiples p g ≤ multiples p h ↔ h ∣ g := by
  rw [← expand_dvd_expand_iff p g h, SetLike.le_def]
  constructor
  · intro hle
    have hg : expand K p g ∈ multiples p g :=
      (mem_multiples p g (expand K p g)).2 (dvd_refl (expand K p g))
    exact (mem_multiples p h (expand K p g)).1 (hle hg)
  · intro hd f hf
    rw [mem_multiples] at hf ⊢
    exact dvd_trans hd hf
```

Taking \(g = X\) gives the multiples of \(X^p\). If this subspace were zero, \(0\) would divide \(X\); if it were everything, \(X\) would divide \(1\). The representation is therefore reducible.

```lean
/-- In characteristic `p` the polynomial representation is reducible: the multiples of `X^p` form
an invariant subspace that is neither zero nor the whole space. -/
theorem reducible (p : ℕ) [Fact p.Prime] [CharP K p] :
    IsInvariant (multiples p (X : K[X])) ∧ multiples p (X : K[X]) ≠ ⊥ ∧
      multiples p (X : K[X]) ≠ ⊤ := by
  refine ⟨(isInvariant_iff p _).2 ⟨X, rfl⟩, ?_, ?_⟩
  · intro h
    have hle : multiples p (X : K[X]) ≤ multiples p 0 := by
      rw [h]
      exact bot_le
    exact X_ne_zero (zero_dvd_iff.mp ((multiples_le_iff p _ _).1 hle))
  · intro h
    have hle : multiples p (1 : K[X]) ≤ multiples p X := by
      rw [h]
      exact le_top
    exact not_isUnit_X (isUnit_of_dvd_one ((multiples_le_iff p _ _).1 hle))
```

The smallest case is \(p = 2\). Modulo the multiples of \(X^2\), only \(1\) and \(X\) remain: creation sends \(1 \mapsto X \mapsto 0\), and annihilation sends \(X \mapsto 1 \mapsto 0\). These two-by-two matrices satisfy the commutation relation because \(-1 = 1\); the trace of the identity is \(2 = 0\), so the usual trace obstruction disappears.

## Characteristic zero

With `CharZero K` in place of prime characteristic, \(n a_n = 0\) forces \(a_n = 0\) for all \(n \ge 1\), so \(a\) is constant. If \(a = 0\), then \(W = 0\); otherwise \(a\) is invertible and divides everything, so \(W = K[X]\). The proof splits on the same two cases, written `⊥` and `⊤`.

```lean
/-- In characteristic zero the polynomial representation is irreducible: an invariant subspace is
either zero or the whole space. -/
theorem irreducible_of_charZero [CharZero K] {W : Submodule K K[X]} (hW : IsInvariant W) :
    W = ⊥ ∨ W = ⊤ := by
  obtain ⟨a, ha, hmem⟩ := hW.exists_generator
  -- only constants have zero derivative
  have hC : a = C (a.coeff 0) :=
    eq_C_of_natDegree_eq_zero (Polynomial.derivative_eq_zero.mp ha)
  by_cases h0 : a = 0
  · left
    rw [eq_bot_iff]
    intro f hf
    have hf' := (hmem f).1 hf
    rw [h0] at hf'
    exact (Submodule.mem_bot K).2 (zero_dvd_iff.mp hf')
  · right
    rw [eq_top_iff]
    intro f _
    have hc : a.coeff 0 ≠ 0 := by
      intro hc
      apply h0
      rw [hC, hc, C_0]
    have hu : IsUnit a := by
      rw [hC]
      exact isUnit_C.mpr (isUnit_iff_ne_zero.mpr hc)
    exact (hmem f).2 hu.dvd

end BosonPositiveCharacteristic
```

The states could also have been modelled as a module over the algebra generated by the two operators. Invariance would then be built into the notion of submodule, and the last theorem would say that the module is simple. The invariant subspaces would be the same, but the algebra and its action would have to be constructed first.

```lean
#print axioms BosonPositiveCharacteristic.isInvariant_iff
#print axioms BosonPositiveCharacteristic.reducible
#print axioms BosonPositiveCharacteristic.irreducible_of_charZero
```

```
'BosonPositiveCharacteristic.isInvariant_iff' depends on axioms: [propext, Classical.choice, Quot.sound]
'BosonPositiveCharacteristic.reducible' depends on axioms: [propext, Classical.choice, Quot.sound]
'BosonPositiveCharacteristic.irreducible_of_charZero' depends on axioms: [propext, Classical.choice, Quot.sound]
```
